# The coupled-cluster Jacobian and the spectrum of the Hamiltonian

A formal statement about simple eigenvalues has to choose which multiplicity it counts. For a Hermitian matrix the dimension of the eigenspace and the multiplicity as a root of the characteristic polynomial agree. Here $H$ is an arbitrary complex matrix and they can differ, so "simple" is taken to mean that the algebraic multiplicity, that of the root, is one.

## The claim

Let $e_0,\dots,e_n$ be the standard basis of $\mathbb C^{n+1}$, with $e_0$ the reference configuration and the others the excited configurations. Let $H$ and $T$ be complex $(n+1)\times(n+1)$ matrices, and put $\bar H = e^{-T}He^{T}$. For $k=0,\dots,n-1$ let $\tau_k$ be a matrix with $\tau_k e_0=e_{k+1}$. Assume that the coupled-cluster equations hold with energy $E\in\mathbb C$:
$$\bar H e_0 = E e_0 .$$
Define the Jacobian, for $j,k=0,\dots,n-1$, by
$$J_{jk} = \big([\bar H,\tau_k]\,e_0\big)_{j+1}.$$
Write $\chi_A(X)=\det(X-A)$ for the characteristic polynomial of $A$. Then:

- $e^{T}e_0$ is a nonzero eigenvector of $H$ with eigenvalue $E$;
- $\chi_{H-E}(X) = X\,\chi_J(X)$;
- $J$ is invertible if and only if $E$ is a root of $\chi_H$ of multiplicity one.

In this finite model, with every excited configuration retained, the nonzero eigenvalues of $J$ are therefore the nonzero energy differences from the coupled-cluster state, which is what equation-of-motion coupled-cluster theory seeks.

## Derivation by hand

**The eigenvector.** Since $e^{T}e^{-T}=1$, we have $e^{T}\bar H = He^{T}$. Hence
$$He^{T}e_0 = e^{T}\bar He_0 = E\,e^{T}e_0 .$$
The vector $e^Te_0$ is nonzero because $e^{-T}$ maps it back to $e_0$.

**The Jacobian as a block.** Apply the commutator to the reference:
$$[\bar H,\tau_k]e_0 = \bar H\tau_ke_0-\tau_k\bar He_0 = \bar He_{k+1}-E\,e_{k+1}.$$
Taking component $j+1$ gives $J_{jk}=\bar H_{j+1,k+1}-E\,\delta_{jk}$.

It is easy to lose the second term here, on the grounds that $\bar He_0$ has no excited components. But $\tau_k$ acts after $\bar H$ and turns $Ee_0$ into $Ee_{k+1}$. Without that term the matrix would have total energies as eigenvalues, not energy differences.

**The factorisation.** Let $z\in\mathbb C$. The first column of $\bar H-z$ is $(E-z,0,\dots,0)^{\mathsf T}$, and its excited block is $J+(E-z)$. Expanding $\det(X-(\bar H-z))$ along the first column, and using that $H-z=e^{T}(\bar H-z)e^{-T}$ has the same characteristic polynomial, we get
$$\chi_{H-z}(X)=\big(X-(E-z)\big)\,\chi_{J+(E-z)}(X).$$
Setting $z=E$ gives $\chi_{H-E}(X)=X\chi_J(X)$.

**Invertibility.** Setting $z=0$ gives $\chi_H(X)=(X-E)\,q(X)$ with $q=\chi_{J+E}$. The multiplicity of $E$ in $\chi_H$ is one plus its multiplicity in $q$, so it equals one exactly when $q(E)\neq0$. Since
$$q(E)=\det\big(E-(J+E)\big)=\det(-J)=(-1)^n\det J,$$
this is the condition that $J$ be invertible.

**Energy differences.** If $\omega\ne0$, then $\chi_J(\omega)=0$ if and only if $\omega\chi_J(\omega)=\chi_{H-E}(\omega)=0$, that is, if and only if $E+\omega$ is an eigenvalue of $H$.

**A two-level instance.** Take
$$H=\begin{pmatrix}0&1\\1&0\end{pmatrix},\qquad T=\tau_0=\begin{pmatrix}0&0\\1&0\end{pmatrix}.$$
Since $T^2=0$, $e^{\pm T}=1\pm T$, and
$$\bar H=\begin{pmatrix}1&0\\-1&1\end{pmatrix}\begin{pmatrix}0&1\\1&0\end{pmatrix}\begin{pmatrix}1&0\\1&1\end{pmatrix}=\begin{pmatrix}1&1\\0&-1\end{pmatrix}.$$
So $E=1$ and $J=(-1-1)=(-2)$. The state $e^Te_0=(1,1)^{\mathsf T}$, normalised to $(1,1)^{\mathsf T}/\sqrt2$, is the upper level of $H$, whose eigenvalues are $\pm1$. The other level lies at $\omega=-2$ from it. As a check, $\chi_{H-1}(X)=(X+1)^2-1=X(X+2)$.

## The formal development

The number `n` counts the excited configurations, and may be zero.

```lean
import Mathlib

open Matrix Polynomial

namespace CoupledClusterJacobian

noncomputable section

variable {n : ℕ}
```

Configurations are indexed by `Fin (n + 1)`. The function `config` gives the basis vectors $e_i$.

```lean
/-- The configuration with index `i`, as a basis vector; index `0` is the reference. -/
def config (i : Fin (n + 1)) : Fin (n + 1) → ℂ := Pi.single i 1
```

The transformed Hamiltonian is built from the matrix exponential. Nothing is required of `T`: it need not be nilpotent or a combination of excitation operators.

```lean
/-- The similarity-transformed Hamiltonian `exp(-T) H exp(T)`. -/
def hbar (H T : Matrix (Fin (n + 1)) (Fin (n + 1)) ℂ) : Matrix (Fin (n + 1)) (Fin (n + 1)) ℂ :=
  NormedSpace.exp (-T) * H * NormedSpace.exp T
```

The Jacobian is defined by the actual commutator, so its block form has to be proved. Its indices `j` and `k` run over `Fin n`, and `j.succ` is the configuration $j+1$.

```lean
/-- The coupled-cluster Jacobian: the excited components of the commutators of the
transformed Hamiltonian with the excitation operators, acting on the reference. -/
def jacobian (H T : Matrix (Fin (n + 1)) (Fin (n + 1)) ℂ)
    (τ : Fin n → Matrix (Fin (n + 1)) (Fin (n + 1)) ℂ) : Matrix (Fin n) (Fin n) ℂ :=
  Matrix.of fun j k => ((hbar H T * τ k - τ k * hbar H T) *ᵥ config 0) j.succ
```

The first lemma says that a matrix applied to $e_j$ returns its column $j$.

```lean
variable {H T : Matrix (Fin (n + 1)) (Fin (n + 1)) ℂ}
  {τ : Fin n → Matrix (Fin (n + 1)) (Fin (n + 1)) ℂ} {E : ℂ}

private lemma mulVec_config (M : Matrix (Fin (n + 1)) (Fin (n + 1)) ℂ) (i j : Fin (n + 1)) :
    (M *ᵥ config j) i = M i j := by
  simp [config, Matrix.mulVec, dotProduct, Pi.single_apply]
```

The next two give $e^Te^{-T}=1$, which uses that $T$ commutes with $-T$, and the intertwining relation $e^T\bar H=He^T$.

```lean
private lemma exp_mul_exp_neg (T : Matrix (Fin (n + 1)) (Fin (n + 1)) ℂ) :
    NormedSpace.exp T * NormedSpace.exp (-T) = 1 := by
  rw [← Matrix.exp_add_of_commute _ _ (Commute.refl T).neg_right, add_neg_cancel,
    NormedSpace.exp_zero]

private lemma exp_mul_hbar (H T : Matrix (Fin (n + 1)) (Fin (n + 1)) ℂ) :
    NormedSpace.exp T * hbar H T = H * NormedSpace.exp T := by
  rw [hbar, ← mul_assoc, ← mul_assoc, exp_mul_exp_neg, one_mul]
```

The hypothesis `hE` is the eigenvalue equation for the reference. It contains both the energy equation (component 0) and all the amplitude equations (the other components). It is assumed, so the existence of a solution is not addressed. A truncated method imposes only some of the amplitude equations, and its solutions need not satisfy `hE`.

The proof follows the derivation: multiplying by $e^{-T}$ rules out the zero vector, and intertwining gives the eigenvalue equation.

```lean
/-- If the reference is an eigenvector of the transformed Hamiltonian, the coupled-cluster
state `exp(T) e₀` is a nonzero eigenvector of `H` with the same energy. -/
theorem cc_state_eigenvector (hE : hbar H T *ᵥ config 0 = E • config 0) :
    NormedSpace.exp T *ᵥ config 0 ≠ 0 ∧
      H *ᵥ (NormedSpace.exp T *ᵥ config 0) = E • (NormedSpace.exp T *ᵥ config 0) := by
  constructor
  · intro h
    -- undo the exponential: the reference itself would vanish
    have h1 := congrArg (fun v => NormedSpace.exp (-T) *ᵥ v) h
    simp only [Matrix.mulVec_mulVec, mul_eq_one_comm.mp (exp_mul_exp_neg T),
      Matrix.one_mulVec, Matrix.mulVec_zero] at h1
    have h2 := congrFun h1 0
    simp [config] at h2
  · rw [Matrix.mulVec_mulVec, ← exp_mul_hbar, ← Matrix.mulVec_mulVec, hE, Matrix.mulVec_smul]
```

The hypothesis `hτ` fixes only how each `τ k` acts on the reference. Inside the proof, `key` is the commutator computation, and `submatrix Fin.succ Fin.succ` removes row and column 0.

```lean
/-- At a solution, the Jacobian is the excited block of the transformed Hamiltonian
minus the energy. -/
theorem jacobian_eq_block (hE : hbar H T *ᵥ config 0 = E • config 0)
    (hτ : ∀ k, τ k *ᵥ config 0 = config k.succ) :
    jacobian H T τ = (hbar H T).submatrix Fin.succ Fin.succ - E • 1 := by
  refine Matrix.ext fun j k => ?_
  have key : (hbar H T * τ k - τ k * hbar H T) *ᵥ config 0
      = hbar H T *ᵥ config k.succ - E • config k.succ := by
    rw [Matrix.sub_mulVec, ← Matrix.mulVec_mulVec, ← Matrix.mulVec_mulVec, hτ, hE,
      Matrix.mulVec_smul, hτ]
  rw [jacobian, Matrix.of_apply, key, Pi.sub_apply, mulVec_config]
  simp [config, Pi.single_apply, Matrix.one_apply]
```

The expansion along the first column is a lemma about any matrix whose first column vanishes below the diagonal. `Matrix.det_succ_column_zero` expands the determinant, and `hA` removes every term but the first.

```lean
private lemma charpoly_of_column (A : Matrix (Fin (n + 1)) (Fin (n + 1)) ℂ)
    (hA : ∀ i : Fin n, A i.succ 0 = 0) :
    A.charpoly = (X - C (A 0 0)) * (A.submatrix Fin.succ Fin.succ).charpoly := by

  have hsub : (charmatrix A).submatrix Fin.succ Fin.succ
      = charmatrix (A.submatrix Fin.succ Fin.succ) := by
    refine Matrix.ext fun i j => ?_
    simp [Matrix.charmatrix_apply, Matrix.diagonal_apply]
  -- expand the determinant along the first column
  rw [Matrix.charpoly, Matrix.charpoly, Matrix.det_succ_column_zero, Fin.sum_univ_succ]
  simp [hA, hsub]
```

The shifted identity, which assumes both `hE` and `hτ`, puts the parts together. `hsim` is the similarity, and `Matrix.charpoly_mul_comm` moves $e^T$ to the other side, where it cancels $e^{-T}$. The facts `h0` and `hblock` identify the corner entry and the excited block.

```lean
/-- For every energy shift `z`, the characteristic polynomial of `H - z` splits into a linear
factor for the coupled-cluster energy and the characteristic polynomial of the shifted Jacobian. -/
theorem charpoly_shift (hE : hbar H T *ᵥ config 0 = E • config 0)
    (hτ : ∀ k, τ k *ᵥ config 0 = config k.succ) (z : ℂ) :
    (H - z • 1).charpoly
      = (X - C (E - z)) * (jacobian H T τ + (E - z) • 1).charpoly := by
  -- `H - z` is similar to `hbar - z`
  have hsim : H - z • 1
      = NormedSpace.exp T * ((hbar H T - z • 1) * NormedSpace.exp (-T)) := by
    rw [sub_mul, mul_sub, ← mul_assoc, exp_mul_hbar, mul_assoc, exp_mul_exp_neg, mul_one,
      smul_mul_assoc, one_mul, mul_smul_comm, exp_mul_exp_neg]
  have hcol : ∀ i, hbar H T i 0 = E * config 0 i := fun i => by
    rw [← mulVec_config (hbar H T) i 0, hE, Pi.smul_apply, smul_eq_mul]
  have h0 : (hbar H T - z • 1) 0 0 = E - z := by simp [hcol, config]
  have hblock : (hbar H T - z • 1).submatrix Fin.succ Fin.succ
      = jacobian H T τ + (E - z) • 1 := by
    rw [jacobian_eq_block hE hτ]
    refine Matrix.ext fun i j => ?_
    by_cases h : i = j <;> simp [h]
  rw [hsim, Matrix.charpoly_mul_comm, mul_assoc, mul_eq_one_comm.mp (exp_mul_exp_neg T),
    mul_one, charpoly_of_column _ (fun i => by simp [hcol, config]), h0, hblock]
```

The main theorem states the three claims as one conjunction. Invertibility is `IsUnit`, and simplicity is `H.charpoly.rootMultiplicity E = 1`. The proof uses the shift `E` for the polynomial identity and the shift `0` for the multiplicity. `hroot` is the evaluation $q(E)=\det(-J)$, and `omega` settles the remaining count, that one plus a multiplicity is one exactly when that multiplicity is not positive.

```lean
/-- At a coupled-cluster solution, `exp(T) e₀` is an eigenvector of `H`, the characteristic
polynomial of `H - E` is `X` times that of the Jacobian, and the Jacobian is invertible exactly
when `E` is an eigenvalue of `H` of algebraic multiplicity one. -/
theorem cc_jacobian_spectrum (hE : hbar H T *ᵥ config 0 = E • config 0)
    (hτ : ∀ k, τ k *ᵥ config 0 = config k.succ) :
    (NormedSpace.exp T *ᵥ config 0 ≠ 0 ∧
      H *ᵥ (NormedSpace.exp T *ᵥ config 0) = E • (NormedSpace.exp T *ᵥ config 0)) ∧
    (H - E • 1).charpoly = X * (jacobian H T τ).charpoly ∧
    (IsUnit (jacobian H T τ) ↔ H.charpoly.rootMultiplicity E = 1) := by
  refine ⟨cc_state_eigenvector hE, by simpa using charpoly_shift hE hτ E, ?_⟩
  have h0 : H.charpoly = (X - C E) * (jacobian H T τ + E • 1).charpoly := by
    simpa using charpoly_shift hE hτ 0
  have hq := (Matrix.charpoly_monic (jacobian H T τ + E • 1)).ne_zero
  -- the remaining factor vanishes at `E` exactly when `det J = 0`
  have hroot : (jacobian H T τ + E • 1).charpoly.IsRoot E ↔ (jacobian H T τ).det = 0 := by
    have hs : Matrix.scalar (Fin n) E - (jacobian H T τ + E • 1) = -jacobian H T τ := by
      rw [Matrix.scalar_apply, ← Matrix.smul_one_eq_diagonal]
      abel
    rw [Polynomial.IsRoot.def, Matrix.eval_charpoly, hs, Matrix.det_neg]
    simp
  have hpos := Polynomial.rootMultiplicity_pos hq (x := E)
  rw [h0, Polynomial.rootMultiplicity_mul (mul_ne_zero (Polynomial.X_sub_C_ne_zero E) hq),
    Polynomial.rootMultiplicity_X_sub_C_self, Matrix.isUnit_iff_isUnit_det,
    isUnit_iff_ne_zero, ne_eq, ← hroot, ← hpos]
  omega
```

To pass from polynomials to eigenvectors, a general lemma identifies the eigenvalues of a matrix with the roots of its characteristic polynomial.

```lean
private lemma eigenvector_iff {m : ℕ} (M : Matrix (Fin m) (Fin m) ℂ) (t : ℂ) :
    (∃ v, v ≠ 0 ∧ M *ᵥ v = t • v) ↔ M.charpoly.eval t = 0 := by
  rw [Matrix.eval_charpoly, ← Matrix.exists_mulVec_eq_zero_iff]
  refine exists_congr fun v => and_congr_right fun _ => ?_
  rw [Matrix.scalar_apply, ← Matrix.smul_one_eq_diagonal, Matrix.sub_mulVec,
    Matrix.smul_mulVec, Matrix.one_mulVec, sub_eq_zero, eq_comm]
```

The statement on energy differences again assumes `hE` and `hτ`, so it holds at a solution of the coupled-cluster equations. It concerns which values occur. Their algebraic multiplicities are governed by the polynomial identity above.

```lean
/-- A nonzero `ω` is an eigenvalue of the Jacobian exactly when `E + ω` is an eigenvalue
of the Hamiltonian. -/
theorem excitation_energies (hE : hbar H T *ᵥ config 0 = E • config 0)
    (hτ : ∀ k, τ k *ᵥ config 0 = config k.succ) {ω : ℂ} (hω : ω ≠ 0) :
    (∃ v, v ≠ 0 ∧ jacobian H T τ *ᵥ v = ω • v) ↔ ∃ v, v ≠ 0 ∧ H *ᵥ v = (E + ω) • v := by
  have hshift : (∃ v, v ≠ 0 ∧ H *ᵥ v = (E + ω) • v) ↔
      ∃ v, v ≠ 0 ∧ (H - E • 1) *ᵥ v = ω • v := by
    refine exists_congr fun v => and_congr_right fun _ => ?_
    rw [Matrix.sub_mulVec, Matrix.smul_mulVec, Matrix.one_mulVec, sub_eq_iff_eq_add,
      add_smul, add_comm (E • v)]
  rw [hshift, eigenvector_iff, eigenvector_iff, (cc_jacobian_spectrum hE hτ).2.1]
  simp [hω]
```

The two-level instance needs an excitation operator, its action on the reference, and the exponential of a matrix that squares to zero, whose power series stops after the linear term.

```lean
/-- The excitation operator of a two-level system, taking the reference to the excited
configuration. -/
def excite : Matrix (Fin (1 + 1)) (Fin (1 + 1)) ℂ := !![0, 0; 1, 0]

private lemma excite_config (k : Fin 1) : excite *ᵥ config 0 = config k.succ := by
  obtain rfl : k = 0 := Subsingleton.elim _ _
  ext i
  rw [mulVec_config]
  fin_cases i <;> simp [excite, config]

private lemma exp_of_sq_zero (A : Matrix (Fin (n + 1)) (Fin (n + 1)) ℂ) (hA : A ^ 2 = 0) :
    NormedSpace.exp A = 1 + A := by
  have hz : ∀ k ∉ Finset.range 2, ((k.factorial : ℂ)⁻¹) • A ^ k = 0 := fun k hk => by
    have h2 : 2 ≤ k := not_lt.mp fun h => hk (Finset.mem_range.mpr h)
    rw [pow_eq_zero_of_le h2 hA, smul_zero]
  rw [NormedSpace.exp_eq_tsum ℂ]
  exact (tsum_eq_sum hz).trans (by simp [Finset.sum_range_succ])
```

The next theorem checks the instance worked by hand, with `excite` serving both as $T$ and as $\tau_0$. In its proof, `hb` is the product of three matrices computed above.

```lean
/-- The two-level Hamiltonian with unit coupling and cluster operator `excite` satisfies the
coupled-cluster equations with energy `1`, and its Jacobian is `-2`. -/
theorem cc_jacobian_witness :
    hbar !![0, 1; 1, 0] excite *ᵥ config 0 = (1 : ℂ) • config 0 ∧
    (∀ k : Fin 1, excite *ᵥ config 0 = config k.succ) ∧
    jacobian !![0, 1; 1, 0] excite (fun _ => excite) = !![-2] := by
  have hsq : excite ^ 2 = 0 := by
    ext i j
    fin_cases i <;> fin_cases j <;> simp [excite, pow_two, Matrix.mul_apply, Fin.sum_univ_succ]
  have hp : 1 + excite = !![1, 0; 1, 1] := by
    ext i j
    fin_cases i <;> fin_cases j <;> simp [excite]
  have hm : 1 + -excite = !![1, 0; -1, 1] := by
    ext i j
    fin_cases i <;> fin_cases j <;> simp [excite]
  have hb : hbar !![0, 1; 1, 0] excite = !![1, 1; 0, -1] := by
    rw [hbar, exp_of_sq_zero _ hsq, exp_of_sq_zero (-excite) (by rw [neg_sq, hsq]), hp, hm]
    ext i j
    fin_cases i <;> fin_cases j <;> simp [Matrix.mul_apply, Fin.sum_univ_succ]
  have hE : hbar !![0, 1; 1, 0] excite *ᵥ config 0 = (1 : ℂ) • config 0 := by
    ext i
    rw [mulVec_config, hb]
    fin_cases i <;> simp [config]
  refine ⟨hE, excite_config, ?_⟩
  rw [jacobian_eq_block hE excite_config, hb]
  ext i j
  fin_cases i
  fin_cases j
  norm_num [Matrix.one_apply]
```

The last theorem shows what goes wrong if "simple" is read as "having a one-dimensional eigenspace". Take $H=\begin{pmatrix}0&1\\0&0\end{pmatrix}$, $T=0$ and $E=0$. Every vector annihilated by $H$ is a multiple of $e_0$, yet $J=(0)$ is not invertible. The characteristic polynomial $X^2$ has $0$ as a double root, in agreement with the main theorem.

```lean
/-- For a defective two-level matrix with `T = 0` and `E = 0`, the coupled-cluster equations hold
and the eigenspace of `E` is spanned by the reference, yet the Jacobian is not invertible. -/
theorem defective_example :
    hbar !![0, 1; 0, 0] 0 *ᵥ config (0 : Fin (1 + 1)) = (0 : ℂ) • config 0 ∧
    (∀ v : Fin (1 + 1) → ℂ, !![0, 1; 0, 0] *ᵥ v = 0 → v = v 0 • config 0) ∧
    ¬ IsUnit (jacobian !![0, 1; 0, 0] 0 (fun _ : Fin 1 => excite)) := by
  have hb : hbar (n := 1) !![0, 1; 0, 0] 0 = !![0, 1; 0, 0] := by
    simp [hbar, NormedSpace.exp_zero]
  have hE : hbar !![0, 1; 0, 0] 0 *ᵥ config (0 : Fin (1 + 1)) = (0 : ℂ) • config 0 := by
    ext i
    rw [mulVec_config, hb]
    fin_cases i <;> simp
  refine ⟨hE, fun v hv => ?_, ?_⟩
  · have h1 : v 1 = 0 := by
      have h := congrFun hv 0
      simpa [Matrix.mulVec, dotProduct, Fin.sum_univ_succ] using h
    ext i
    fin_cases i <;> simp [config, h1]
  · have hJ : jacobian !![0, 1; 0, 0] 0 (fun _ : Fin 1 => excite) = 0 := by
      rw [jacobian_eq_block hE excite_config, hb]
      ext i j
      fin_cases i
      fin_cases j
      simp
    rw [hJ]
    exact not_isUnit_zero

end

end CoupledClusterJacobian
```

```lean
#print axioms CoupledClusterJacobian.cc_jacobian_spectrum
#print axioms CoupledClusterJacobian.excitation_energies
#print axioms CoupledClusterJacobian.defective_example
```

```
'CoupledClusterJacobian.cc_jacobian_spectrum' depends on axioms: [propext, Classical.choice, Quot.sound]
'CoupledClusterJacobian.excitation_energies' depends on axioms: [propext, Classical.choice, Quot.sound]
'CoupledClusterJacobian.defective_example' depends on axioms: [propext, Classical.choice, Quot.sound]
```

## Another way to model the Jacobian

One could instead take commuting $\tau_k$, write $T=\sum_k t_k\tau_k$, and define $J_{jk}$ as the derivative of the amplitude residual $(\bar He_0)_{j+1}$ with respect to $t_k$. The commutator formula would then be something to prove, by differentiating the exponentials, and the theorem would speak directly about whether a Newton step for the amplitudes is well defined at the solution. The price is a stronger set of hypotheses on $T$ and the $\tau_k$; the argument from the commutator onwards would stay the same. This differential reading is not part of the Lean development, which starts from the commutator.
